# The r⁻⁶ effective Born radius of a charge inside a sphere is a − s²/a

Put a unit charge at the centre of a sphere of radius a > 0 and integrate the inverse sixth power of the distance over the exterior. A shell of radius ρ contributes ρ²/ρ⁶ for each value of the polar cosine u, and u runs from −1 to 1, so the shell gives 2/ρ⁴, times 2π for the azimuth. With the usual prefactor 3/(4π), the whole integral becomes

(3/2) ∫ₐ^∞ 2/ρ⁴ dρ = 1/a³.

The inverse cube root of this number is a, the radius of the sphere. For a charge at distance s from the centre, with 0 ≤ s < a, the same two integrations give (a − s²/a)⁻³. The inverse cube root is again taken as an effective radius: it is the radius of the sphere in which a central charge would have the same integral.

Generalised Born models of implicit solvent use such radii to estimate solvation energies; the result here concerns one charge in one spherical cavity.

```lean
import Mathlib

open Set Filter Topology MeasureTheory

namespace GrycukBornRadius

noncomputable section
```

## The integral and the radius

Measure u from the direction of the charge. By the law of cosines, the squared distance from the charge to a point at radius ρ is

D = ρ² + s² − 2ρsu.

All quantities are real numbers, and lengths carry no units.

```lean
/-- Squared distance between a charge at distance `s` from the centre and a point at
radius `ρ` whose direction makes an angle of cosine `u` with that of the charge. -/
def distSq (s ρ u : ℝ) : ℝ := ρ ^ 2 + s ^ 2 - 2 * ρ * s * u
```

The volume element is ρ² dρ du dφ. Nothing depends on the azimuth φ, which gives a factor 2π. The usual prefactor 3/(4π) of the volume integral therefore becomes 3/2. This reduction is made here by hand; the code starts from the iterated integral, with u inside and ρ outside.

```lean
/-- Angular integral of the inverse sixth power of the distance to the charge over the
shell of radius `ρ`, with the radial volume factor `ρ ^ 2`. -/
def shellIntegral (s ρ : ℝ) : ℝ := ∫ u in (-1 : ℝ)..1, ρ ^ 2 / (distSq s ρ u) ^ 3
```

The outer integral runs over `Ioi a`, the open half-line ρ > a.

```lean
/-- The normalised `r⁻⁶` integral over the exterior of a sphere of radius `a`, for a charge
at distance `s` from the centre. -/
def grycukIntegral (a s : ℝ) : ℝ := 3 / 2 * ∫ ρ in Ioi a, shellIntegral s ρ
```

If I denotes the result, the effective Born radius is R = (I⁻¹)^(1/3), so it is defined by the integral and not by the formula to be proved.

```lean
/-- The effective Born radius: the inverse cube root of the `r⁻⁶` integral. -/
def bornRadius (a s : ℝ) : ℝ := (grycukIntegral a s)⁻¹ ^ (1 / 3 : ℝ)
```

For s > 0, the radius will also be compared with an electrostatic potential. In Gaussian units, an image charge −a/s at radius a²/s has potential −(a/s)/distance. The distance comes from the same function `distSq`, with a²/s in the place of s.

```lean
/-- Potential at radius `ρ` and polar cosine `u` of an image charge `-a / s` placed at
radius `a ^ 2 / s` on the ray through the charge. -/
def imagePotential (a s ρ u : ℝ) : ℝ := -(a / s) / √(distSq (a ^ 2 / s) ρ u)
```

## Integration over a shell

The integrand has no singularity outside the charge, because

D = (ρ − s)² + 2ρs(1 − u) > 0 for ρ > s ≥ 0 and u ≤ 1.

The proof supplies the two terms' signs, and `nlinarith` combines them.

```lean
/-- A point farther from the centre than the charge has positive squared distance to it. -/
theorem distSq_pos {s ρ u : ℝ} (hs : 0 ≤ s) (h : s < ρ) (hu : u ≤ 1) :
    0 < distSq s ρ u := by
  have h1 : 0 ≤ ρ * s * (1 - u) :=
    mul_nonneg (mul_nonneg (by linarith) hs) (by linarith)
  have h2 : 0 < (ρ - s) ^ 2 := pow_pos (by linarith) 2
  unfold distSq
  nlinarith
```

Write A = ρ² + s² and B = 2ρs, so that D = A − Bu. The familiar antiderivative of D⁻³ is 1/(2BD²), which fails for the central charge, where B = 0. Subtracting the constant 1/(2BA²) removes the division by B:

F(u) = (2Au − Bu²) / (2A²(A − Bu)²).

To check it, put N = 2Au − Bu² and L = A − Bu. Then N′ = 2L and BN = A² − L², hence

(N/L²)′ = (2L² + 2BN)/L³ = 2A²/L³,

and division by 2A² leaves 1/L³. The code builds the derivative from the product and quotient rules, then clears denominators and lets `ring` verify the identity.

```lean
/-- An antiderivative in the polar cosine of the inverse cube of `A - B u`, valid also
for `B = 0`. -/
theorem angular_antideriv {A B u : ℝ} (hA : A ≠ 0) (hD : A - B * u ≠ 0) :
    HasDerivAt (fun v => (2 * A * v - B * (v * v)) /
      (2 * A ^ 2 * ((A - B * v) * (A - B * v)))) (1 / (A - B * u) ^ 3) u := by
  have hi := hasDerivAt_id' u
  have hL : HasDerivAt (fun v => A - B * v) (-B) u :=
    ((hi.const_mul B).const_sub A).congr_deriv (by ring)
  have hN := (hi.const_mul (2 * A)).fun_sub ((hi.fun_mul hi).const_mul B)
  have hM := (hL.fun_mul hL).const_mul (2 * A ^ 2)
  have hne : 2 * A ^ 2 * ((A - B * u) * (A - B * u)) ≠ 0 :=
    mul_ne_zero (mul_ne_zero two_ne_zero (pow_ne_zero 2 hA)) (mul_ne_zero hD hD)
  refine (hN.fun_div hM hne).congr_deriv ?_
  rw [div_eq_div_iff (pow_ne_zero 2 hne) (pow_ne_zero 3 hD)]
  ring
```

At the poles, A − B = (ρ − s)² and A + B = (ρ + s)². Therefore

F(1) − F(−1) = [(2A − B)(A + B)² + (2A + B)(A − B)²] / (2A²(A² − B²)²).

The bracket is 4A³, and A² − B² = (ρ² − s²)². Multiplication by ρ² gives the shell contribution

2ρ²(ρ² + s²)/(ρ² − s²)⁴.

In the proof, `hder` is the antiderivative along the whole interval and `hint` is integrability, which follows from continuity. The fundamental theorem of calculus then leaves the algebra at the poles.

```lean
/-- The contribution of a shell outside the charge in closed form. -/
theorem shellIntegral_eq {s ρ : ℝ} (hs : 0 ≤ s) (h : s < ρ) :
    shellIntegral s ρ = 2 * ρ ^ 2 * (ρ ^ 2 + s ^ 2) / (ρ ^ 2 - s ^ 2) ^ 4 := by
  have hρ : 0 < ρ := by linarith
  have hA : ρ ^ 2 + s ^ 2 ≠ 0 := by positivity
  have hpos : ∀ u ∈ uIcc (-1 : ℝ) 1, 0 < distSq s ρ u := by
    intro u hu
    rw [uIcc_of_le (by norm_num)] at hu
    exact distSq_pos hs h hu.2
  have hder := fun u (hu : u ∈ uIcc (-1 : ℝ) 1) =>
    ((angular_antideriv (B := 2 * ρ * s) hA (hpos u hu).ne').const_mul
      (ρ ^ 2)).congr_deriv (g' := ρ ^ 2 / (distSq s ρ u) ^ 3)
      (by simp only [distSq, mul_one_div])
  have hint : IntervalIntegrable (fun u => ρ ^ 2 / (distSq s ρ u) ^ 3) volume (-1) 1 := by
    apply ContinuousOn.intervalIntegrable
    apply ContinuousOn.div continuousOn_const
    · unfold distSq
      fun_prop
    · intro u hu
      exact pow_ne_zero 3 (hpos u hu).ne'
  rw [shellIntegral, intervalIntegral.integral_eq_sub_of_hasDerivAt hder hint]
  -- at the two poles the squared distance is a perfect square
  have h1 : ρ ^ 2 + s ^ 2 - 2 * ρ * s * 1 = (ρ - s) ^ 2 := by ring
  have h2 : ρ ^ 2 + s ^ 2 - 2 * ρ * s * (-1) = (ρ + s) ^ 2 := by ring
  have h3 : ρ ^ 2 - s ^ 2 = (ρ - s) * (ρ + s) := by ring
  have hm : ρ - s ≠ 0 := by linarith
  have hp : ρ + s ≠ 0 := by positivity
  simp only [h1, h2, h3]
  field_simp
  ring
```

## Integration over the exterior

Let q(ρ) = ρ/(ρ² − s²). Then q′ = −(ρ² + s²)/(ρ² − s²)², and

d/dρ [−(2/3)q³] = −2q²q′ = 2ρ²(ρ² + s²)/(ρ² − s²)⁴.

This is the shell contribution just found.

```lean
/-- The shell contribution is the radial derivative of `-(2/3) (ρ / (ρ² - s²))³`. -/
theorem radial_antideriv {s ρ : ℝ} (hs : 0 ≤ s) (h : s < ρ) :
    HasDerivAt (fun r => -(2 / 3) * (r / (r ^ 2 - s ^ 2)) ^ 3) (shellIntegral s ρ) ρ := by
  have hne : ρ ^ 2 - s ^ 2 ≠ 0 := by nlinarith
  have hD : HasDerivAt (fun r : ℝ => r ^ 2 - s ^ 2) (2 * ρ) ρ :=
    ((hasDerivAt_pow 2 ρ).sub_const (s ^ 2)).congr_deriv (by norm_num)
  have hq := (hasDerivAt_id' ρ).fun_div hD hne
  refine ((hq.fun_pow 3).const_mul (-(2 / 3))).congr_deriv ?_
  rw [shellIntegral_eq hs h]
  simp only [Nat.cast_ofNat, Nat.reduceSub]
  field_simp
  ring
```

At large ρ, write q = ρ⁻¹/(1 − s²ρ⁻²). The numerator tends to 0 and the denominator to 1, so −(2/3)q³ tends to 0. The two forms of q agree once ρ > s, which is enough for a limit at infinity.

```lean
/-- The radial antiderivative vanishes at infinity. -/
theorem radial_tendsto {s : ℝ} (hs : 0 ≤ s) :
    Tendsto (fun r : ℝ => -(2 / 3) * (r / (r ^ 2 - s ^ 2)) ^ 3) atTop (𝓝 0) := by
  have hi : Tendsto (fun r : ℝ => r⁻¹) atTop (𝓝 0) := tendsto_inv_atTop_zero
  have hq : Tendsto (fun r : ℝ => r⁻¹ / (1 - s ^ 2 * r⁻¹ ^ 2)) atTop
      (𝓝 (0 / (1 - s ^ 2 * 0 ^ 2))) :=
    hi.div (tendsto_const_nhds.sub ((hi.pow 2).const_mul (s ^ 2))) (by norm_num)
  have hq' : Tendsto (fun r : ℝ => r / (r ^ 2 - s ^ 2)) atTop (𝓝 0) := by
    rw [zero_div] at hq
    refine hq.congr' ?_
    filter_upwards [eventually_gt_atTop s] with r hr
    have hr0 : r ≠ 0 := by linarith
    have hne : r ^ 2 - s ^ 2 ≠ 0 := by nlinarith
    have he : 1 - s ^ 2 * r⁻¹ ^ 2 = (r ^ 2 - s ^ 2) / r ^ 2 := by field_simp
    rw [he]
    field_simp
  simpa using (hq'.pow 3).const_mul (-(2 / 3))
```

The shell contribution is nonnegative and its antiderivative has a finite limit. Hence it is integrable over ρ > a. This matters because Lean assigns the value 0 to the integral of a non-integrable function.

```lean
/-- The shell contributions are integrable over the exterior of the sphere. -/
theorem shellIntegral_integrableOn {a s : ℝ} (hs : 0 ≤ s) (h : s < a) :
    IntegrableOn (shellIntegral s) (Ioi a) := by
  refine integrableOn_Ioi_deriv_of_nonneg'
    (fun r hr => radial_antideriv hs (lt_of_lt_of_le h hr)) (fun r hr => ?_)
    (radial_tendsto hs)
  rw [shellIntegral_eq hs (lt_trans h hr)]
  positivity
```

The integral is the limit at infinity minus the value at a:

∫ₐ^∞ 2ρ²(ρ² + s²)/(ρ² − s²)⁴ dρ = (2/3)(a/(a² − s²))³.

Since a − s²/a = (a² − s²)/a, multiplication by 3/2 gives I = (a − s²/a)⁻³. The hypotheses `hs` and `h` say 0 ≤ s and s < a; together they make a positive.

```lean
/-- The `r⁻⁶` integral for a charge at distance `s` from the centre of a sphere of
radius `a` equals `(a - s² / a)⁻³`. -/
theorem grycukIntegral_eq {a s : ℝ} (hs : 0 ≤ s) (h : s < a) :
    grycukIntegral a s = ((a - s ^ 2 / a) ^ 3)⁻¹ := by
  have ha : a ≠ 0 := by linarith
  have hne : a ^ 2 - s ^ 2 ≠ 0 := by nlinarith
  have hI := integral_Ioi_of_hasDerivAt_of_nonneg' (a := a) (g' := shellIntegral s)
    (fun r hr => radial_antideriv hs (lt_of_lt_of_le h hr))
    (fun r hr => by
      rw [shellIntegral_eq hs (lt_trans h hr)]
      positivity) (radial_tendsto hs)
  have he : a - s ^ 2 / a = (a ^ 2 - s ^ 2) / a := by field_simp
  rw [grycukIntegral, hI, he, ← inv_pow, inv_div]
  ring
```

Finally, a − s²/a is nonnegative, so the cube root of its cube is the number itself, and R = a − s²/a. The code needs that sign, `hR`, to combine the real powers.

```lean
/-- The effective Born radius of a charge at distance `s` from the centre of a sphere of
radius `a` is `a - s² / a`. -/
theorem bornRadius_eq {a s : ℝ} (hs : 0 ≤ s) (h : s < a) :
    bornRadius a s = a - s ^ 2 / a := by
  have ha : 0 < a := by linarith
  have hR : 0 ≤ a - s ^ 2 / a := by
    rw [sub_nonneg, div_le_iff₀ ha]
    nlinarith
  rw [bornRadius, grycukIntegral_eq hs h, inv_inv, ← Real.rpow_natCast, ← Real.rpow_mul hR]
  norm_num
```

## The same radius from an image charge

Suppose the exterior is a grounded conductor, so that the potential must vanish on the sphere. For 0 < s < a, the squared distance from the image to a surface point is

(a²/s)² + a² − 2(a²/s)au = (a/s)²(a² + s² − 2asu).

The image is thus a/s times as far away as the charge, and its strength is −a/s, so the two potentials cancel. The theorem also states that the distance to the charge is nonzero. It assumes s > 0, because the image moves off to infinity as the charge approaches the centre.

```lean
/-- Every point of the sphere is away from the unit charge inside, and there the potentials
of the charge and of its image add up to zero. -/
theorem image_cancels_on_sphere {a s u : ℝ} (hs : 0 < s) (h : s < a) (hu : u ≤ 1) :
    0 < distSq s a u ∧ 1 / √(distSq s a u) + imagePotential a s a u = 0 := by
  have ha : 0 < a := by linarith
  have hD := distSq_pos hs.le h hu
  refine ⟨hD, ?_⟩
  -- distances to the charge and to the image are in the fixed ratio `s : a`
  have he : distSq (a ^ 2 / s) a u = (a / s) ^ 2 * distSq s a u := by
    unfold distSq
    field_simp
    ring
  have hr : √(distSq s a u) ≠ 0 := (Real.sqrt_pos.mpr hD).ne'
  have hc : a / s ≠ 0 := by positivity
  rw [imagePotential, he, Real.sqrt_mul (by positivity), Real.sqrt_sq (by positivity),
    neg_div, div_mul_eq_div_div, div_self hc]
  ring
```

At the position of the charge, ρ = s and u = 1, the image is at distance a²/s − s. Its potential there is

−(a/s)/(a²/s − s) = −a/(a² − s²) = −1/R.

The last theorem states this with R taken from the r⁻⁶ integral. In this sense the radius is exact for a conducting exterior: half the potential times the unit charge is −1/(2R), Born's expression in the conductor limit. A solvent of finite permittivity obeys a different boundary condition, which the theorems do not treat.

```lean
/-- The potential of the image at the position of the charge is minus the inverse of the
effective Born radius given by the `r⁻⁶` integral. -/
theorem imagePotential_at_charge {a s : ℝ} (hs : 0 < s) (h : s < a) :
    imagePotential a s s 1 = -1 / bornRadius a s := by
  have ha : a ≠ 0 := by linarith
  have hne : a ^ 2 - s ^ 2 ≠ 0 := by nlinarith
  have hpos : 0 ≤ a ^ 2 / s - s := by
    rw [sub_nonneg, le_div_iff₀ hs]
    nlinarith
  have he : distSq (a ^ 2 / s) s 1 = (a ^ 2 / s - s) ^ 2 := by
    unfold distSq
    ring
  have h1 : a ^ 2 / s - s = (a ^ 2 - s ^ 2) / s := by field_simp
  have h2 : a - s ^ 2 / a = (a ^ 2 - s ^ 2) / a := by field_simp
  rw [imagePotential, he, Real.sqrt_sq hpos, bornRadius_eq hs.le h, h1, h2]
  field_simp

end

end GrycukBornRadius
```

```lean
#print axioms GrycukBornRadius.shellIntegral_integrableOn
-- 'GrycukBornRadius.shellIntegral_integrableOn' depends on axioms: [propext, Classical.choice, Quot.sound]
#print axioms GrycukBornRadius.bornRadius_eq
-- 'GrycukBornRadius.bornRadius_eq' depends on axioms: [propext, Classical.choice, Quot.sound]
#print axioms GrycukBornRadius.image_cancels_on_sphere
-- 'GrycukBornRadius.image_cancels_on_sphere' depends on axioms: [propext, Classical.choice, Quot.sound]
#print axioms GrycukBornRadius.imagePotential_at_charge
-- 'GrycukBornRadius.imagePotential_at_charge' depends on axioms: [propext, Classical.choice, Quot.sound]
```
